# The 14-point Lebedev rule gives the exact sphere averages of $(\mathbf a\cdot\mathbf n)^k$ for $k=0,\dots,5$

**Q:** The physical problem is to average a function of direction, say $(\mathbf a\cdot\mathbf n)^k$ with a fixed real vector $\mathbf a$, over all unit vectors $\mathbf n$, using only 14 sample directions. What does the Lean version take "average over all directions" to mean?

**A:** It takes the usual integral over the polar angle $\theta$ and the azimuth $\varphi$:
$$\langle f\rangle=\frac1{4\pi}\int_0^\pi\!\Big(\int_0^{2\pi} f(\mathbf n)\,d\varphi\Big)\sin\theta\,d\theta,\qquad \mathbf n=(\sin\theta\cos\varphi,\ \sin\theta\sin\varphi,\ \cos\theta).$$
The alternative was an abstract rotation-invariant measure. With the explicit integral, no moment is postulated and no rotational symmetry is assumed.

**Q:** Then rotating $\mathbf a$ onto the $z$ axis would first call for a proof of rotational invariance. How do you get the moments without it?

**A:** Number the components $a_0,a_1,a_2$ for $x,y,z$, and set $w=a_0^2+a_1^2$, $r=a_2\cos\theta$. Then
$$\mathbf a\cdot\mathbf n=r+\sin\theta\,(a_0\cos\varphi+a_1\sin\varphi).$$
The bracket equals $\sqrt w\cos(\varphi-\varphi_0)$ for some phase $\varphi_0$. Over a full turn its odd powers average to zero, its square to $w/2$ and its fourth power to $3w^2/8$. The binomial expansion gives these azimuthal averages:

- $k=0$: $1$
- $k=1$: $r$
- $k=2$: $r^2+\tfrac12 w\sin^2\theta$
- $k=3$: $r^3+\tfrac32 r\,w\sin^2\theta$
- $k=4$: $r^4+3r^2w\sin^2\theta+\tfrac38w^2\sin^4\theta$
- $k=5$: $r^5+5r^3w\sin^2\theta+\tfrac{15}8 r\,w^2\sin^4\theta$

With $u=\cos\theta$, the polar average is $\frac12\int_{-1}^1du$. The odd cases are odd in $u$ and vanish. For the even ones, $u^2$ averages to $\frac13$, $1-u^2$ to $\frac23$, $u^4$ to $\frac15$, $u^2(1-u^2)$ to $\frac2{15}$ and $(1-u^2)^2$ to $\frac8{15}$. Hence
$$\langle(\mathbf a\cdot\mathbf n)^2\rangle=\frac{a_2^2+w}{3}=\frac{|\mathbf a|^2}3,\qquad \langle(\mathbf a\cdot\mathbf n)^4\rangle=\frac{a_2^4+2a_2^2w+w^2}5=\frac{|\mathbf a|^4}5.$$

**Q:** The 14 points have only cubic symmetry. Why should they return something that depends on $|\mathbf a|$ alone?

**A:** The weights make the anisotropic parts combine correctly. Each of the six axis directions has weight $\frac1{15}$, and each of the eight vertices $(\pm1,\pm1,\pm1)/\sqrt3$ has weight $\frac3{40}$. The points come in opposite pairs, so odd powers give zero. For $k=0$ the weights add to $\frac6{15}+\frac{24}{40}=1$. For $k=2$ the sum is
$$\frac1{15}\,2|\mathbf a|^2+\frac3{40}\,\frac83|\mathbf a|^2=\frac{|\mathbf a|^2}3.$$
For $k=4$ write $S=\sum_i a_i^4$ and $T=\sum_{i<j}a_i^2a_j^2$. The axes contribute $\frac2{15}S$. In the sum over vertex signs only even powers of each component survive, which leaves $\frac3{40}\cdot\frac89(S+6T)=\frac1{15}S+\frac6{15}T$. The total is $\frac15(S+2T)=\frac15|\mathbf a|^4$.

**Q:** Show me that the Lean definitions describe these same objects.

**A:** A direction is a real triple `Fin 3 → ℝ`, with indices 0, 1, 2 as above. The number `cubeCoord` is $1/\sqrt3$, so the listed vertices are already unit vectors.

```lean
import Mathlib

open Real Matrix

namespace LebedevFourteen

noncomputable section

/-- The coordinate `1/√3` of a normalized cube vertex. -/
def cubeCoord : ℝ := 1 / √3
```

The general rule keeps the two weights free, as `A` and `B`; the Lebedev rule fixes them.

```lean
/-- The rule with weight `A` on the six axis directions and weight `B` on the eight
normalized cube vertices. -/
def octahedralRule (A B : ℝ) (f : (Fin 3 → ℝ) → ℝ) : ℝ :=
  A * (f ![1, 0, 0] + f ![-1, 0, 0] + f ![0, 1, 0] + f ![0, -1, 0]
    + f ![0, 0, 1] + f ![0, 0, -1])
  + B * (f ![cubeCoord, cubeCoord, cubeCoord] + f ![cubeCoord, cubeCoord, -cubeCoord]
    + f ![cubeCoord, -cubeCoord, cubeCoord] + f ![cubeCoord, -cubeCoord, -cubeCoord]
    + f ![-cubeCoord, cubeCoord, cubeCoord] + f ![-cubeCoord, cubeCoord, -cubeCoord]
    + f ![-cubeCoord, -cubeCoord, cubeCoord] + f ![-cubeCoord, -cubeCoord, -cubeCoord])

/-- The 14-point Lebedev rule, with weights `1/15` and `3/40`. -/
def lebedev14 (f : (Fin 3 → ℝ) → ℝ) : ℝ := octahedralRule (1 / 15) (3 / 40) f

/-- The average over the unit sphere, written as an integral over the polar angle `θ` and
the azimuth `φ`. -/
def sphereAverage (f : (Fin 3 → ℝ) → ℝ) : ℝ :=
  1 / (4 * π) * ∫ θ in (0 : ℝ)..π,
    (∫ φ in (0 : ℝ)..(2 * π), f ![sin θ * cos φ, sin θ * sin φ, cos θ]) * sin θ
```

Both `lebedev14` and `sphereAverage` give 1 on the constant function 1. To obtain an integral over solid angle, multiply by $4\pi$.

**Q:** And what exactly is claimed?

**A:** `lebedev14_moments` says that for every real vector `a`, of any length, and every `k` in `Fin 6`, that is $k=0,\dots,5$, the rule and the sphere average both equal entry `k` of the list $1,0,|\mathbf a|^2/3,0,|\mathbf a|^4/5,0$. The squared length is written `a ⬝ᵥ a`, the dot product, because Mathlib's default norm on `Fin 3 → ℝ` is the largest absolute component and not the Euclidean length. The zero vector is included, with $0^0=1$ at $k=0$.

`lebedev14_exact` states the agreement for any polynomial $\sum_{j=0}^5 b_j(\mathbf a\cdot\mathbf n)^j$. The coefficients are a sequence `b : ℕ → ℝ`, of which only the first six terms enter.

**Q:** People say that a Lebedev rule of this order integrates all spherical harmonics up to $\ell=5$. Is that what you have?

**A:** The theorems concern functions of a single projection $\mathbf a\cdot\mathbf n$. A product such as $n_0n_1$ is a linear combination of powers taken with different $\mathbf a$, and the general statement follows by that route, but this last passage is ordinary mathematics and not part of the formal proof.

**Q:** So where does it touch a real calculation?

**A:** Atom-centred grids in density functional codes use angular rules of this family on radial shells, and the result here concerns one such shell with an integrand of degree at most five in one projection. In a molecular calculation the integrand on a shell is, for example, the exchange-correlation energy density multiplied by the partition weight of the atom. This product is in general not such a polynomial; the theorems give no error estimate for that case.

**Q:** Take me through the proof, then.

**A:** Two small lemmas supply $(1/\sqrt3)^2=\frac13$ and the dot product in components.

```lean
/-- The squared coordinate of a normalized cube vertex is `1/3`. -/
theorem cubeCoord_sq : cubeCoord ^ 2 = 1 / 3 := by
  rw [cubeCoord, div_pow, Real.sq_sqrt (by norm_num)]
  norm_num

/-- The scalar product with a vector given by its three components. -/
theorem dot_components (a : Fin 3 → ℝ) (x y z : ℝ) :
    a ⬝ᵥ ![x, y, z] = a 0 * x + a 1 * y + a 2 * z := by
  simp [dotProduct, Fin.sum_univ_three]
```

The azimuthal integral comes next. I used a phase $\varphi_0$; Lean uses an explicit antiderivative. Put $g=p\cos\varphi+q\sin\varphi$ and $h=q\cos\varphi-p\sin\varphi$, so that $g'=h$, $h'=-g$ and $g^2+h^2=p^2+q^2$. The antiderivative is $C\varphi-h\,P(g)$ with a constant $C$ and a polynomial $P$. The second term is periodic, so a full turn leaves $2\pi C$.

```lean
/-- The integral over a full turn of a quintic polynomial in `p cos φ + q sin φ`. -/
theorem azimuthal_integral (p q b0 b1 b2 b3 b4 b5 : ℝ) :
    ∫ φ in (0 : ℝ)..(2 * π), (b0 + b1 * (p * cos φ + q * sin φ)
      + b2 * (p * cos φ + q * sin φ) ^ 2 + b3 * (p * cos φ + q * sin φ) ^ 3
      + b4 * (p * cos φ + q * sin φ) ^ 4 + b5 * (p * cos φ + q * sin φ) ^ 5)
    = 2 * π * (b0 + b2 * (p ^ 2 + q ^ 2) / 2 + 3 * b4 * (p ^ 2 + q ^ 2) ^ 2 / 8) := by
  have hc : ∀ x, HasDerivAt (fun x => p * cos x + q * sin x) (q * cos x - p * sin x) x :=
    fun x => (((hasDerivAt_cos x).const_mul p).fun_add
      ((hasDerivAt_sin x).const_mul q)).congr_deriv (by ring)
  have hs : ∀ x, HasDerivAt (fun x => q * cos x - p * sin x) (-(p * cos x + q * sin x)) x :=
    fun x => (((hasDerivAt_cos x).const_mul q).fun_sub
      ((hasDerivAt_sin x).const_mul p)).congr_deriv (by ring)
  -- the antiderivative is a linear term minus `q cos x - p sin x` times a polynomial in
  -- `p cos x + q sin x`
  have hF := fun x : ℝ =>
    ((((hasDerivAt_id' x).const_mul
      (b0 + b2 * (p ^ 2 + q ^ 2) / 2 + 3 * b4 * (p ^ 2 + q ^ 2) ^ 2 / 8)).fun_sub
      ((hs x).fun_mul (((hc x).fun_mul (((hc x).fun_mul (((hc x).fun_mul
        (((hc x).mul_const (b5 / 5)).const_add (b4 / 4))).const_add
        (b3 / 3 + 4 * (p ^ 2 + q ^ 2) * b5 / 15))).const_add
        (b2 / 2 + 3 * (p ^ 2 + q ^ 2) * b4 / 8))).const_add
        (b1 + 2 * (p ^ 2 + q ^ 2) * b3 / 3 + 8 * (p ^ 2 + q ^ 2) ^ 2 * b5 / 15)))).congr_deriv
      (show _ = b0 + b1 * (p * cos x + q * sin x)
        + b2 * (p * cos x + q * sin x) ^ 2 + b3 * (p * cos x + q * sin x) ^ 3
        + b4 * (p * cos x + q * sin x) ^ 4 + b5 * (p * cos x + q * sin x) ^ 5 by
        linear_combination (-(p ^ 2 + q ^ 2) * ((b2 / 2 + 3 * (p ^ 2 + q ^ 2) * b4 / 8)
          + 2 * (b3 / 3 + 4 * (p ^ 2 + q ^ 2) * b5 / 15) * (p * cos x + q * sin x)
          + 3 * (b4 / 4) * (p * cos x + q * sin x) ^ 2
          + 4 * (b5 / 5) * (p * cos x + q * sin x) ^ 3)) * sin_sq_add_cos_sq x))
  rw [intervalIntegral.integral_eq_sub_of_hasDerivAt (fun x _ => hF x)
    (Continuous.intervalIntegrable (by fun_prop) _ _)]
  simp only [cos_two_pi, sin_two_pi, cos_zero, sin_zero]
  ring
```

The polar integral is the substitution $u=\cos\theta$, again through an antiderivative. It goes up to the sixth power, which is needed at the end.

```lean
/-- The polar integral of a sextic polynomial in `cos θ` with the surface factor `sin θ`. -/
theorem polar_integral (c0 c1 c2 c3 c4 c5 c6 : ℝ) :
    ∫ θ in (0 : ℝ)..π, (c0 + c1 * cos θ + c2 * cos θ ^ 2 + c3 * cos θ ^ 3
      + c4 * cos θ ^ 4 + c5 * cos θ ^ 5 + c6 * cos θ ^ 6) * sin θ
    = 2 * c0 + 2 * c2 / 3 + 2 * c4 / 5 + 2 * c6 / 7 := by
  have hF : ∀ x, HasDerivAt (fun x => -(cos x * (c0 + cos x * (c1 / 2 + cos x * (c2 / 3
      + cos x * (c3 / 4 + cos x * (c4 / 5 + cos x * (c5 / 6 + cos x * (c6 / 7)))))))))
      ((c0 + c1 * cos x + c2 * cos x ^ 2 + c3 * cos x ^ 3
        + c4 * cos x ^ 4 + c5 * cos x ^ 5 + c6 * cos x ^ 6) * sin x) x := by
    intro x
    have hc := hasDerivAt_cos x
    have h5 := (hc.mul_const (c6 / 7)).const_add (c5 / 6)
    have h4 := (hc.fun_mul h5).const_add (c4 / 5)
    have h3 := (hc.fun_mul h4).const_add (c3 / 4)
    have h2 := (hc.fun_mul h3).const_add (c2 / 3)
    have h1 := (hc.fun_mul h2).const_add (c1 / 2)
    have h0 := (hc.fun_mul h1).const_add c0
    exact (hc.fun_mul h0).fun_neg.congr_deriv (by ring)
  rw [intervalIntegral.integral_eq_sub_of_hasDerivAt (fun x _ => hF x)
    (Continuous.intervalIntegrable (by fun_prop) _ _)]
  simp only [cos_pi, cos_zero]
  ring
```

**Q:** And the two are combined as in your derivation?

**A:** Yes, for all six powers at once. In `inner`, the polynomial is expanded about `r`, the part independent of $\varphi$, and `azimuthal_integral` is applied with $p=a_0\sin\theta$ and $q=a_1\sin\theta$. The identity `hm` turns $p^2+q^2$ into $w(1-\cos^2\theta)$, which leaves a polynomial in $\cos\theta$ for `polar_integral`. The letter `w` is $a_0^2+a_1^2$ here, not a quadrature weight. The final `linear_combination` cancels the factors of $\pi$.

```lean
/-- The sphere average of an arbitrary quintic polynomial in `a·n`. -/
theorem sphereAverage_quintic (a : Fin 3 → ℝ) (b : ℕ → ℝ) :
    sphereAverage (fun n => ∑ j ∈ Finset.range 6, b j * (a ⬝ᵥ n) ^ j)
      = b 0 + b 2 * (a ⬝ᵥ a) / 3 + b 4 * (a ⬝ᵥ a) ^ 2 / 5 := by
  obtain ⟨w, hw⟩ : ∃ w, w = a 0 ^ 2 + a 1 ^ 2 := ⟨_, rfl⟩
  have inner : ∀ θ : ℝ, (∫ φ in (0 : ℝ)..(2 * π), ∑ j ∈ Finset.range 6,
      b j * (a ⬝ᵥ ![sin θ * cos φ, sin θ * sin φ, cos θ]) ^ j)
      = 2 * π * (b 0 + b 2 * w / 2 + 3 / 8 * b 4 * w ^ 2)
      + 2 * π * (b 1 * a 2 + 3 / 2 * b 3 * a 2 * w + 15 / 8 * b 5 * a 2 * w ^ 2) * cos θ
      + 2 * π * (b 2 * a 2 ^ 2 + 3 * b 4 * a 2 ^ 2 * w - b 2 * w / 2
        - 3 / 4 * b 4 * w ^ 2) * cos θ ^ 2
      + 2 * π * (b 3 * a 2 ^ 3 + 5 * b 5 * a 2 ^ 3 * w - 3 / 2 * b 3 * a 2 * w
        - 15 / 4 * b 5 * a 2 * w ^ 2) * cos θ ^ 3
      + 2 * π * (b 4 * a 2 ^ 4 - 3 * b 4 * a 2 ^ 2 * w + 3 / 8 * b 4 * w ^ 2) * cos θ ^ 4
      + 2 * π * (b 5 * a 2 ^ 5 - 5 * b 5 * a 2 ^ 3 * w
        + 15 / 8 * b 5 * a 2 * w ^ 2) * cos θ ^ 5
      + 0 * cos θ ^ 6 := by
    intro θ
    obtain ⟨r, hr⟩ : ∃ r, r = a 2 * cos θ := ⟨_, rfl⟩
    -- Taylor expansion of the polynomial about the part that does not depend on φ
    have h := azimuthal_integral (a 0 * sin θ) (a 1 * sin θ)
      (b 0 + b 1 * r + b 2 * r ^ 2 + b 3 * r ^ 3 + b 4 * r ^ 4 + b 5 * r ^ 5)
      (b 1 + 2 * b 2 * r + 3 * b 3 * r ^ 2 + 4 * b 4 * r ^ 3 + 5 * b 5 * r ^ 4)
      (b 2 + 3 * b 3 * r + 6 * b 4 * r ^ 2 + 10 * b 5 * r ^ 3)
      (b 3 + 4 * b 4 * r + 10 * b 5 * r ^ 2) (b 4 + 5 * b 5 * r) (b 5)
    have hm : (a 0 * sin θ) ^ 2 + (a 1 * sin θ) ^ 2 = w * (1 - cos θ ^ 2) := by
      rw [hw]
      linear_combination (a 0 ^ 2 + a 1 ^ 2) * sin_sq_add_cos_sq θ
    refine (intervalIntegral.integral_congr (fun φ _ => ?_)).trans (h.trans ?_)
    · simp only [dot_components, Finset.sum_range_succ, Finset.sum_range_zero, ← hr]
      ring
    · rw [hm, hr]
      ring
  have haa : a ⬝ᵥ a = w + a 2 ^ 2 := by
    rw [hw]
    simp only [dotProduct, Fin.sum_univ_three]
    ring
  simp only [sphereAverage, inner]
  rw [polar_integral, haa]
  linear_combination (b 0 + b 2 * (w + a 2 ^ 2) / 3 + b 4 * (w + a 2 ^ 2) ^ 2 / 5)
    * mul_inv_cancel₀ pi_ne_zero
```

For the rule, Lean writes out all 14 values. The closing `linear_combination` replaces the second and fourth powers of `cubeCoord` by $\frac13$ and $\frac19$, and the rest is the algebra of $S$ and $T$.

```lean
/-- The 14-point rule gives the exact sphere average of every polynomial of degree at most five in
`a·n`. -/
theorem lebedev14_exact (a : Fin 3 → ℝ) (b : ℕ → ℝ) :
    lebedev14 (fun n => ∑ j ∈ Finset.range 6, b j * (a ⬝ᵥ n) ^ j)
      = sphereAverage (fun n => ∑ j ∈ Finset.range 6, b j * (a ⬝ᵥ n) ^ j) := by
  rw [sphereAverage_quintic]
  have haa : a ⬝ᵥ a = a 0 ^ 2 + a 1 ^ 2 + a 2 ^ 2 := by
    simp only [dotProduct, Fin.sum_univ_three]
    ring
  rw [haa]
  simp only [lebedev14, octahedralRule, dot_components, Finset.sum_range_succ,
    Finset.sum_range_zero]
  -- only the second and fourth powers of the vertex coordinate survive
  linear_combination (3 / 5 * b 2 * (a 0 ^ 2 + a 1 ^ 2 + a 2 ^ 2)
    + 3 / 5 * b 4 * (a 0 ^ 4 + a 1 ^ 4 + a 2 ^ 4 + 6 * (a 0 ^ 2 * a 1 ^ 2
      + a 0 ^ 2 * a 2 ^ 2 + a 1 ^ 2 * a 2 ^ 2)) * (cubeCoord ^ 2 + 1 / 3)) * cubeCoord_sq
```

Single powers follow by setting one coefficient to 1 and the others to 0, which is what `pick` does.

```lean
/-- For `k = 0, …, 5` the 14-point rule and the sphere average both give `(a·n)^k` the value
`1, 0, |a|²/3, 0, |a|⁴/5, 0`, where `|a|² = a·a`. -/
theorem lebedev14_moments (a : Fin 3 → ℝ) (k : Fin 6) :
    lebedev14 (fun n => (a ⬝ᵥ n) ^ (k : ℕ))
      = ![1, 0, (a ⬝ᵥ a) / 3, 0, (a ⬝ᵥ a) ^ 2 / 5, 0] k ∧
    sphereAverage (fun n => (a ⬝ᵥ n) ^ (k : ℕ))
      = ![1, 0, (a ⬝ᵥ a) / 3, 0, (a ⬝ᵥ a) ^ 2 / 5, 0] k := by
  have pick : ∀ t : ℝ, ∑ j ∈ Finset.range 6, (if j = (k : ℕ) then (1 : ℝ) else 0) * t ^ j
      = t ^ (k : ℕ) := by
    intro t
    fin_cases k <;> simp
  have h1 := lebedev14_exact a (fun j => if j = (k : ℕ) then 1 else 0)
  have h2 := sphereAverage_quintic a (fun j => if j = (k : ℕ) then 1 else 0)
  simp only [pick] at h1 h2
  rw [h1, h2, and_self]
  fin_cases k <;> simp
```

**Q:** Could other weights on the same points do as well?

**A:** The theorem answers this for rules in which all axis directions share one weight $A$ and all vertices share one weight $B$: only one choice of the two works. Take $\mathbf a$ along $z$. The zeroth and fourth moments require
$$6A+8B=1,\qquad 2A+\tfrac89B=\tfrac15.$$
Three times the second equation subtracted from the first gives $\frac{16}3B=\frac25$, so $B=\frac3{40}$ and then $A=\frac1{15}$. Lean derives these equations as `e0` and `e4` and solves them with `linarith`; the converse is the moment theorem.

```lean
/-- A rule with one weight for the axis directions and one for the cube vertices is exact for
all powers `(a·n)^k`, `k ≤ 5`, precisely when the weights are `1/15` and `3/40`. -/
theorem weights_unique (A B : ℝ) :
    (∀ (a : Fin 3 → ℝ) (k : Fin 6), octahedralRule A B (fun n => (a ⬝ᵥ n) ^ (k : ℕ))
      = sphereAverage (fun n => (a ⬝ᵥ n) ^ (k : ℕ))) ↔ A = 1 / 15 ∧ B = 3 / 40 := by
  constructor
  · intro h
    -- the zeroth and fourth moments along z give two independent linear equations
    have e0 : 6 * A + 8 * B = 1 := by
      have h0 := (h ![0, 0, 1] 0).trans (lebedev14_moments ![0, 0, 1] 0).2
      simp [octahedralRule] at h0
      linear_combination h0
    have e4 : 2 * A + 8 * B / 9 = 1 / 5 := by
      have h4 := (h ![0, 0, 1] 4).trans (lebedev14_moments ![0, 0, 1] 4).2
      simp [octahedralRule] at h4
      linear_combination h4 - 8 * B * (cubeCoord ^ 2 + 1 / 3) * cubeCoord_sq
    constructor <;> linarith
  · rintro ⟨rfl, rfl⟩ a k
    exact (lebedev14_moments a k).1.trans (lebedev14_moments a k).2.symm
```

**Q:** Does exactness end at degree five?

**A:** It does. For $n_2^6$, the sixth power of the $z$ component, the rule gives $\frac2{15}+\frac{24}{40}\cdot\frac1{27}=\frac7{45}$, while the sphere average is $\frac12\int_{-1}^1u^6\,du=\frac17$. Lean computes the first from the cube of `cubeCoord_sq`. For the second, the integrand does not depend on $\varphi$, so the inner integral is a factor $2\pi$ and `polar_integral` does the rest.

```lean
/-- For the sixth power of the z-component the 14-point rule gives `7/45`, whereas the sphere
average is `1/7`. -/
theorem degree_six_fails :
    lebedev14 (fun n => n 2 ^ 6) = 7 / 45 ∧ sphereAverage (fun n => n 2 ^ 6) = 1 / 7 := by
  constructor
  · have h6 : cubeCoord ^ 6 = 1 / 27 := by
      calc cubeCoord ^ 6 = (cubeCoord ^ 2) ^ 3 := by ring
        _ = 1 / 27 := by rw [cubeCoord_sq]; norm_num
    simp [lebedev14, octahedralRule]
    linear_combination (3 / 5) * h6
  · change 1 / (4 * π) * ∫ θ in (0 : ℝ)..π,
      (∫ _φ in (0 : ℝ)..(2 * π), cos θ ^ 6) * sin θ = 1 / 7
    have inner : ∀ θ : ℝ, (∫ _φ in (0 : ℝ)..(2 * π), cos θ ^ 6)
        = 0 + 0 * cos θ + 0 * cos θ ^ 2 + 0 * cos θ ^ 3 + 0 * cos θ ^ 4
          + 0 * cos θ ^ 5 + 2 * π * cos θ ^ 6 := by
      intro θ
      rw [intervalIntegral.integral_const, smul_eq_mul]
      ring
    simp only [inner]
    rw [polar_integral]
    linear_combination (1 / 7) * mul_inv_cancel₀ pi_ne_zero

end

end LebedevFourteen
```

```lean
#print axioms LebedevFourteen.lebedev14_exact
#print axioms LebedevFourteen.weights_unique
#print axioms LebedevFourteen.degree_six_fails
```

```
'LebedevFourteen.lebedev14_exact' depends on axioms: [propext, Classical.choice, Quot.sound]
'LebedevFourteen.weights_unique' depends on axioms: [propext, Classical.choice, Quot.sound]
'LebedevFourteen.degree_six_fails' depends on axioms: [propext, Classical.choice, Quot.sound]
```
